# With nonnegative weights, a diagonal shift of adjustable strength can bring the lowest eigenvalue of a real symmetric matrix to every real target if and only if no weight is zero

Q: You have replaced an asymptotic correction to an exchange-correlation potential by one number $D$ times a fixed diagonal matrix. Is that still the physics?

A: It is a frozen, one-parameter, one-electron version of it. $H$ is a real symmetric matrix in a finite orthonormal basis, and the weight $g_i\ge 0$ says how strongly basis function $i$ feels the shift. A zero weight stands for a function in a region where the correction is switched off. The shifted Hamiltonian is $H+DG$, with $G=\mathrm{diag}(g)$.

```lean
import Mathlib

open Matrix

namespace AsymptoticShift

noncomputable section

variable {n : Type*} [Fintype n] [DecidableEq n]

/-- The Hamiltonian `H` with a local shift of strength `D`, whose weight on basis function `i`
is `g i`. -/
def shifted (H : Matrix n n ℝ) (g : n → ℝ) (D : ℝ) : Matrix n n ℝ :=
  H + Matrix.diagonal (fun i => D * g i)
```

Q: In a Kohn–Sham calculation $H$ would respond to $D$ through the density.

A: Here it doesn't, so self-consistency is absent. A general basis would also give a local potential off-diagonal elements and an overlap matrix; both are left out.

Q: And which level is fitted to the ionization energy $I$?

A: The lowest one, with target $E=-I$. That suits a system whose only occupied spatial orbital is the lowest. `IsLevel` asks for a nonzero real eigenvector, and `IsLowest` says that $E$ belongs to the set of levels and is its least element.

```lean
/-- `E` is an energy level of `A`: an eigenvalue with a nonzero real eigenvector. -/
def IsLevel (A : Matrix n n ℝ) (E : ℝ) : Prop :=
  ∃ x : n → ℝ, x ≠ 0 ∧ A *ᵥ x = E • x

/-- `E` is the lowest energy level of `A`. -/
def IsLowest (A : Matrix n n ℝ) (E : ℝ) : Prop :=
  IsLeast {μ | IsLevel A μ} E
```

Q: What do positive weights buy you?

A: If all $g_i>0$ and $x\neq0$, then $\sum_i g_i x_i^2>0$: some $x_i$ is nonzero, and no term is negative. Every state feels the shift.

```lean
omit [DecidableEq n] in
/-- Strictly positive weights give every nonzero state a positive total weight. -/
theorem weight_pos {g x : n → ℝ} (hg : ∀ i, 0 < g i) (hx : x ≠ 0) :
    0 < ∑ i, g i * x i ^ 2 := by
  obtain ⟨i, hi⟩ := Function.ne_iff.mp hx
  have hi' : x i ≠ 0 := hi
  exact Finset.sum_pos' (fun j _ => mul_nonneg (hg j).le (sq_nonneg _))
    ⟨i, Finset.mem_univ i, mul_pos (hg i) (by positivity)⟩
```

Q: Your definition of "lowest" is about eigenvalues. I would use the variational principle.

A: The two agree. Expand $y=\sum_j c_j v_j$ in orthonormal eigenvectors of a symmetric matrix $A$ with eigenvalues $\lambda_j$, and let $m$ be the smallest of these. Then
$$y\cdot Ay=\sum_j\lambda_j c_j^2\ \ge\ m\sum_j c_j^2=m\,y\cdot y .$$
In `exists_ground`, `key` is the completeness relation, and the sums are compared term by term.

```lean
/-- A real symmetric matrix on a nonempty basis has an eigenpair whose eigenvalue bounds
the energy of every state from below. -/
theorem exists_ground [Nonempty n] {A : Matrix n n ℝ} (hA : A.IsSymm) :
    ∃ (m : ℝ) (x : n → ℝ), x ≠ 0 ∧ A *ᵥ x = m • x ∧
      ∀ y : n → ℝ, m * (y ⬝ᵥ y) ≤ y ⬝ᵥ A *ᵥ y := by
  have hH : A.IsHermitian := Matrix.IsHermitian.ext fun i j => by
    rw [star_trivial]; exact hA.apply i j
  obtain ⟨i, hi⟩ := Finite.exists_min hH.eigenvalues
  -- completeness of the eigenvectors
  have key : ∀ x y : n → ℝ, ∑ j, (x ⬝ᵥ (hH.eigenvectorBasis j).ofLp) *
      ((hH.eigenvectorBasis j).ofLp ⬝ᵥ y) = x ⬝ᵥ y := by
    intro x y
    have h := hH.eigenvectorBasis.sum_inner_mul_inner (WithLp.toLp 2 y) (WithLp.toLp 2 x)
    simp only [EuclideanSpace.inner_eq_star_dotProduct, star_trivial] at h
    refine Eq.trans (Finset.sum_congr rfl fun j _ => ?_) h
    exact mul_comm _ _
  refine ⟨hH.eigenvalues i, (hH.eigenvectorBasis i).ofLp, fun h => ?_,
    hH.mulVec_eigenvectorBasis i, fun y => ?_⟩
  · apply hH.eigenvectorBasis.orthonormal.ne_zero i
    ext k
    exact congrFun h k
  · rw [← key y y, ← key y (A *ᵥ y), Finset.mul_sum]
    refine Finset.sum_le_sum fun j _ => ?_
    have hs : (hH.eigenvectorBasis j).ofLp ⬝ᵥ A *ᵥ y =
        hH.eigenvalues j * ((hH.eigenvectorBasis j).ofLp ⬝ᵥ y) := by
      rw [Matrix.dotProduct_mulVec, ← Matrix.mulVec_transpose, hA.eq,
        hH.mulVec_eigenvectorBasis j, smul_dotProduct, smul_eq_mul]
    rw [hs, dotProduct_comm y]
    nlinarith [mul_le_mul_of_nonneg_right (hi j)
      (mul_self_nonneg ((hH.eigenvectorBasis j).ofLp ⬝ᵥ y))]
```

A: If $E$ is the lowest level, then $E\le m$, so $E$ inherits the bound. Conversely, let $E$ be a level that satisfies the bound. For any level $\mu$ with eigenvector $x$, the bound reads $E\,x\cdot x\le\mu\,x\cdot x$, and dividing by $x\cdot x>0$ gives $E\le\mu$.

```lean
/-- Variational principle: for a real symmetric matrix, the lowest level is the level that
bounds the energy of every state from below. -/
theorem isLowest_iff {A : Matrix n n ℝ} (hA : A.IsSymm) (E : ℝ) :
    IsLowest A E ↔ IsLevel A E ∧ ∀ y : n → ℝ, E * (y ⬝ᵥ y) ≤ y ⬝ᵥ A *ᵥ y := by
  constructor
  · rintro ⟨hl, hmin⟩
    refine ⟨hl, fun y => ?_⟩
    obtain ⟨x, hx, -⟩ := hl
    obtain ⟨i, -⟩ := Function.ne_iff.mp hx
    have : Nonempty n := ⟨i⟩
    obtain ⟨m, v, hv, hev, hvar⟩ := exists_ground hA
    have hm : E ≤ m := hmin ⟨v, hv, hev⟩
    have hy : 0 ≤ y ⬝ᵥ y := Finset.sum_nonneg fun i _ => mul_self_nonneg (y i)
    exact (mul_le_mul_of_nonneg_right hm hy).trans (hvar y)
  · rintro ⟨hl, hvar⟩
    refine ⟨hl, ?_⟩
    rintro μ ⟨x, hx, hex⟩
    have h := hvar x
    rw [hex, dotProduct_smul, smul_eq_mul] at h
    have hp : 0 < x ⬝ᵥ x := by
      simpa [dotProduct, sq] using weight_pos (g := fun _ => (1 : ℝ)) (fun _ => one_pos) hx
    exact le_of_mul_le_mul_right h hp
```

Q: How does $D$ enter the energy?

A: Linearly, for a fixed state. The energy of a normalised $y$ is $y\cdot(H+DG)y$, and for every $y$, normalised or not, $y\cdot(H+DG)y=y\cdot Hy+D\sum_i g_i y_i^2$. The first lemma below gives the action on each amplitude, and the second sums it.

```lean
/-- The shift acts on each amplitude separately, with strength `D * g i`. -/
theorem shifted_apply (H : Matrix n n ℝ) (g : n → ℝ) (D : ℝ) (y : n → ℝ) (i : n) :
    (shifted H g D *ᵥ y) i = (H *ᵥ y) i + D * g i * y i := by
  rw [shifted, Matrix.add_mulVec, Pi.add_apply, Matrix.mulVec_diagonal]

/-- The shift changes the quadratic form `y ⬝ᵥ H *ᵥ y`, which is the energy when `y` is normalised,
by `D` times the total weight `∑ i, g i * y i ^ 2`. -/
theorem energy_shift (H : Matrix n n ℝ) (g : n → ℝ) (D : ℝ) (y : n → ℝ) :
    y ⬝ᵥ shifted H g D *ᵥ y = y ⬝ᵥ H *ᵥ y + D * ∑ i, g i * y i ^ 2 := by
  simp only [dotProduct, shifted_apply, Finset.mul_sum, ← Finset.sum_add_distrib]
  exact Finset.sum_congr rfl fun i _ => by ring
```

Q: Could two different shifts fit the same target?

A: Not with positive weights. Let $D<D'$ have lowest levels $E$ and $E'$, and let $x$ be the eigenvector at $D'$. As a trial state at $D$ it gives
$$E\,x\cdot x\le x\cdot Hx+D\sum_i g_ix_i^2< x\cdot Hx+D'\sum_i g_ix_i^2=E'\,x\cdot x ,$$
so $E<E'$. The Lean proof assumes $E'\le E$ and lets `linarith` find the contradiction.

```lean
/-- For symmetric `H` and strictly positive weights, a larger shift gives a strictly higher
lowest level. -/
theorem lowest_strictMono {H : Matrix n n ℝ} (hH : H.IsSymm) {g : n → ℝ}
    (hg : ∀ i, 0 < g i) {D D' E E' : ℝ} (h : IsLowest (shifted H g D) E)
    (h' : IsLowest (shifted H g D') E') (hD : D < D') : E < E' := by
  obtain ⟨-, hvar⟩ := (isLowest_iff (hH.add (Matrix.isSymm_diagonal _)) E).1 h
  obtain ⟨⟨x, hx, hex⟩, -⟩ := h'
  -- the eigenvector at the larger shift is a trial state at the smaller one
  have e1 := hvar x
  change E * (x ⬝ᵥ x) ≤ x ⬝ᵥ shifted H g D *ᵥ x at e1
  rw [energy_shift] at e1
  have e2 := energy_shift H g D' x
  rw [hex, dotProduct_smul, smul_eq_mul] at e2
  have hn : 0 ≤ x ⬝ᵥ x := Finset.sum_nonneg fun i _ => mul_self_nonneg (x i)
  by_contra hc
  have p1 := mul_le_mul_of_nonneg_right (not_lt.mp hc) hn
  have p2 := mul_lt_mul_of_pos_right hD (weight_pos hg hx)
  linarith
```

Q: Then existence follows by continuity, I suppose?

A: It could, but there is a direct construction. Put $S=G^{-1/2}$ and $M=S(H-E)S$, and let $m$ be the lowest eigenvalue of $M$, with $My=my$. Set $x=Sy$, which is nonzero. Multiplying $S(H-E)x=my$ by $S^{-1}$ gives
$$(H-E)x=mS^{-1}y=mGx,\qquad\text{so}\qquad (H-mG)x=Ex .$$
Thus $E$ is a level at $D=-m$.

Q: A level, but is it the lowest?

A: Take any $z$ and set $w=S^{-1}z$. Then $w\cdot w=z\cdot Gz$ and $w\cdot Mw=z\cdot(H-E)z$. The bound $w\cdot Mw\ge m\,w\cdot w$ becomes $z\cdot(H-mG)z\ge E\,z\cdot z$, which is the variational criterion.

In the code, `s` holds the diagonal of $S$, and `hs` records $g_is_i^2=1$. The `linear_combination` steps use it to cancel the weights. At the end `lt_trichotomy` compares any other fitting shift with $-m$, and monotonicity excludes both inequalities.

```lean
/-- For symmetric `H` on a nonempty basis and strictly positive weights, every real target is
the lowest level for exactly one shift. -/
theorem existsUnique_shift [Nonempty n] {H : Matrix n n ℝ} (hH : H.IsSymm) {g : n → ℝ}
    (hg : ∀ i, 0 < g i) (E : ℝ) : ∃! D : ℝ, IsLowest (shifted H g D) E := by
  obtain ⟨s, hs⟩ : ∃ s : n → ℝ, ∀ i, g i * s i * s i = 1 := by
    refine ⟨fun i => (√(g i))⁻¹, fun i => ?_⟩
    have h1 : √(g i) ≠ 0 := (Real.sqrt_pos.2 (hg i)).ne'
    have h2 := Real.mul_self_sqrt (hg i).le
    field_simp
    nlinarith [h2]
  -- the weighted problem, whose lowest eigenvalue is minus the shift
  obtain ⟨M, hMd⟩ : ∃ M : Matrix n n ℝ, M = Matrix.diagonal s *
    ((H - Matrix.diagonal fun _ => E) * Matrix.diagonal s) := ⟨_, rfl⟩
  have hMs : M.IsSymm := by
    rw [Matrix.IsSymm, hMd]
    simp only [Matrix.transpose_mul, Matrix.transpose_sub, Matrix.diagonal_transpose, hH.eq,
      Matrix.mul_assoc]
  have hM : ∀ (y : n → ℝ) (i : n), (M *ᵥ y) i =
      s i * ((H *ᵥ (fun k => s k * y k)) i - E * (s i * y i)) := by
    intro y i
    have e : Matrix.diagonal s *ᵥ y = fun k => s k * y k := by
      ext k; rw [Matrix.mulVec_diagonal]
    rw [hMd, ← Matrix.mulVec_mulVec, ← Matrix.mulVec_mulVec, e, Matrix.mulVec_diagonal,
      Matrix.sub_mulVec, Pi.sub_apply, Matrix.mulVec_diagonal]
  obtain ⟨m, y, hy, hey, hmin⟩ := exists_ground hMs
  have hlow : IsLowest (shifted H g (-m)) E := by
    refine (isLowest_iff (hH.add (Matrix.isSymm_diagonal _)) E).2
      ⟨⟨fun k => s k * y k, fun h0 => hy ?_, ?_⟩, fun z => ?_⟩
    · ext k
      have hk : s k * y k = 0 := congrFun h0 k
      change y k = 0
      linear_combination (g k * s k) * hk - y k * hs k
    · ext i
      have hi := congrFun hey i
      rw [hM, Pi.smul_apply, smul_eq_mul] at hi
      change (shifted H g (-m) *ᵥ fun k => s k * y k) i = E * (s i * y i)
      rw [shifted_apply]
      linear_combination (g i * s i) * hi -
        ((H *ᵥ fun k => s k * y k) i - E * (s i * y i)) * hs i
    · -- transform the trial state and use the bound for `M`
      obtain ⟨w, hw⟩ : ∃ w : n → ℝ, ∀ k, w k = g k * s k * z k := ⟨_, fun _ => rfl⟩
      have hzk : ∀ k, s k * w k = z k := fun k => by
        rw [hw]; linear_combination z k * hs k
      have hz : (fun k => s k * w k) = z := funext hzk
      have h1 : w ⬝ᵥ w = ∑ k, g k * z k ^ 2 := Finset.sum_congr rfl fun k _ => by
        rw [hw]; linear_combination (g k * z k ^ 2) * hs k
      have h2 : w ⬝ᵥ M *ᵥ w = z ⬝ᵥ H *ᵥ z - E * (z ⬝ᵥ z) := by
        simp only [dotProduct, Finset.mul_sum, ← Finset.sum_sub_distrib]
        refine Finset.sum_congr rfl fun k _ => ?_
        rw [hM, hz, hzk, hw]
        linear_combination z k * ((H *ᵥ z) k - E * z k) * hs k
      have h3 := hmin w
      rw [h1, h2] at h3
      change E * (z ⬝ᵥ z) ≤ z ⬝ᵥ shifted H g (-m) *ᵥ z
      rw [energy_shift]
      linarith
  refine ⟨-m, hlow, fun D hD => ?_⟩
  rcases lt_trichotomy D (-m) with h | h | h
  · exact absurd (lowest_strictMono hH hg hD hlow h) (lt_irrefl E)
  · exact h
  · exact absurd (lowest_strictMono hH hg hlow hD h) (lt_irrefl E)
```

Q: Now switch the correction off on one function.

A: If $g_i=0$, the unit vector on function $i$ has energy $H_{ii}$ for every $D$. The lowest level therefore satisfies $E\le H_{ii}$, however large the shift. The other weights may be anything.

```lean
/-- If `H` is symmetric and the shift has no weight on basis function `i`, the lowest level
never exceeds `H i i`, whatever the shift. -/
theorem lowest_le_of_weight_zero {H : Matrix n n ℝ} (hH : H.IsSymm) {g : n → ℝ} {i : n}
    (hi : g i = 0) {D E : ℝ} (h : IsLowest (shifted H g D) E) : E ≤ H i i := by
  have hv := ((isLowest_iff (hH.add (Matrix.isSymm_diagonal _)) E).1 h).2 (Pi.single i 1)
  simpa [Matrix.col_apply, hi] using hv
```

A: So the target $H_{ii}+1$ is out of reach, and this gives the missing half of the equivalence. In `every_target_iff`, `∃!` means that exactly one $D$ fits.

```lean
/-- For symmetric `H` on a nonempty basis and nonnegative weights, every real target can be
fitted by exactly one shift if and only if all weights are strictly positive. -/
theorem every_target_iff [Nonempty n] {H : Matrix n n ℝ} (hH : H.IsSymm) {g : n → ℝ}
    (hg : ∀ i, 0 ≤ g i) :
    (∀ E : ℝ, ∃! D : ℝ, IsLowest (shifted H g D) E) ↔ ∀ i, 0 < g i := by
  refine ⟨fun h i => lt_of_le_of_ne (hg i) fun h0 => ?_, fun h => existsUnique_shift hH h⟩
  obtain ⟨D, hD, -⟩ := h (H i i + 1)
  linarith [lowest_le_of_weight_zero hH h0.symm hD]
```

Q: What happens with a single basis function?

A: With $H=(h)$ and $g>0$, the fit is $D=(E-h)/g$. With $g=0$, the target $h$ is met by every $D$ and any other target by none. The bound $E\le H_{ii}$ can therefore be attained.

Q: Show me a failure where the orbitals actually mix.

A: Take orbitals 0 and 1 with energies $a$ and $b$ and coupling $t\ne0$, and shift only orbital 0. The eigenvalue equations are
$$(a+D-E)x_0+t x_1=0,\qquad t x_0+(b-E)x_1=0 .$$
If $x_0=0$, the first gives $x_1=0$, which is excluded. We already know $E\le b$, and $E=b$ would force $tx_0=0$, so $E<b$. Multiply the first equation by $b-E$, subtract $t$ times the second and cancel $x_0$:
$$(a+D-E)(b-E)=t^2,\qquad D=E-a+\frac{t^2}{b-E}.$$

Conversely, this $D$ makes $(b-E,\,-t)/\sqrt{(b-E)^2+t^2}$ a normalised eigenvector; the code omits the normalisation. That $E$ is lowest follows by completing the square:
$$(b-E)\big[(a+D-E)y_0^2+2t y_0y_1+(b-E)y_1^2\big]=\big(t y_0+(b-E)y_1\big)^2\ge0 .$$
Since $b-E>0$, the bracket is nonnegative, and it equals $y\cdot(H+DG)y-E\,y\cdot y$, so the variational criterion holds.

```lean
/-- Two orbitals with energies `a`, `b` and coupling `t ≠ 0`, only the first one shifted: the
target `E` is the lowest level exactly when `E < b` and `D = E - a + t ^ 2 / (b - E)`. -/
theorem two_level_shift {a b t : ℝ} (ht : t ≠ 0) (D E : ℝ) :
    IsLowest (shifted !![a, t; t, b] ![1, 0] D) E ↔
      E < b ∧ D = E - a + t ^ 2 / (b - E) := by
  have hS : (!![a, t; t, b] : Matrix (Fin 2) (Fin 2) ℝ).IsSymm :=
    Matrix.IsSymm.ext (by intro i j; fin_cases i <;> fin_cases j <;> rfl)
  have hc0 : ∀ y : Fin 2 → ℝ, (shifted !![a, t; t, b] ![1, 0] D *ᵥ y) 0 =
      (a + D) * y 0 + t * y 1 := by
    intro y
    rw [shifted_apply]
    simp [Matrix.mulVec, dotProduct, Fin.sum_univ_two]
    ring
  have hc1 : ∀ y : Fin 2 → ℝ, (shifted !![a, t; t, b] ![1, 0] D *ᵥ y) 1 =
      t * y 0 + b * y 1 := by
    intro y
    rw [shifted_apply]
    simp [Matrix.mulVec, dotProduct, Fin.sum_univ_two]
  constructor
  · intro h
    have hle : E ≤ b := lowest_le_of_weight_zero hS (i := 1) rfl h
    obtain ⟨⟨x, hx, hex⟩, -⟩ := h
    have h0 := congrFun hex 0
    have h1 := congrFun hex 1
    rw [hc0, Pi.smul_apply, smul_eq_mul] at h0
    rw [hc1, Pi.smul_apply, smul_eq_mul] at h1
    -- the coupling forces weight on the shifted orbital
    have hx0 : x 0 ≠ 0 := by
      intro hz
      have h2 : t * x 1 = 0 := by rw [hz] at h0; linarith
      have h3 : x 1 = 0 := (mul_eq_zero.1 h2).resolve_left ht
      apply hx
      ext k
      fin_cases k
      · exact hz
      · exact h3
    have hlt : E < b := by
      refine lt_of_le_of_ne hle fun hEb => ?_
      rw [hEb] at h1
      exact mul_ne_zero ht hx0 (by linarith)
    have hp : b - E ≠ 0 := (sub_pos.2 hlt).ne'
    have hk : (a + D - E) * (b - E) = t ^ 2 := by
      apply mul_right_cancel₀ hx0
      linear_combination (b - E) * h0 - t * h1
    refine ⟨hlt, ?_⟩
    have hq : a + D - E = t ^ 2 / (b - E) := (eq_div_iff hp).2 hk
    linarith
  · rintro ⟨hlt, hD⟩
    have hp : 0 < b - E := sub_pos.2 hlt
    have hk : (a + D - E) * (b - E) = t ^ 2 := by
      have hq : a + D - E = t ^ 2 / (b - E) := by linarith
      exact (eq_div_iff hp.ne').1 hq
    refine (isLowest_iff (hS.add (Matrix.isSymm_diagonal _)) E).2
      ⟨⟨![b - E, -t], fun h => hp.ne' (congrFun h 0), ?_⟩, fun y => ?_⟩
    · ext k
      fin_cases k
      · refine (hc0 _).trans ?_
        change (a + D) * (b - E) + t * (-t) = E * (b - E)
        linear_combination hk
      · refine (hc1 _).trans ?_
        change t * (b - E) + b * (-t) = E * (-t)
        ring
    · change E * (y ⬝ᵥ y) ≤ y ⬝ᵥ shifted !![a, t; t, b] ![1, 0] D *ᵥ y
      simp only [dotProduct, Fin.sum_univ_two, hc0, hc1]
      -- complete the square
      have hsq : 0 ≤ (b - E) * ((a + D - E) * y 0 ^ 2 + 2 * t * y 0 * y 1 +
          (b - E) * y 1 ^ 2) := by
        have he : (b - E) * ((a + D - E) * y 0 ^ 2 + 2 * t * y 0 * y 1 +
            (b - E) * y 1 ^ 2) = (t * y 0 + (b - E) * y 1) ^ 2 := by
          linear_combination y 0 ^ 2 * hk
        rw [he]
        positivity
      have hq := (mul_nonneg_iff_of_pos_left hp).1 hsq
      nlinarith [hq]

end

end AsymptoticShift
```

```lean
#print axioms AsymptoticShift.every_target_iff
#print axioms AsymptoticShift.two_level_shift
```

```
'AsymptoticShift.every_target_iff' depends on axioms: [propext, Classical.choice, Quot.sound]
'AsymptoticShift.two_level_shift' depends on axioms: [propext, Classical.choice, Quot.sound]
```

Q: Put in numbers.

A: Let $a=-10$, $b=-8$ and $t=2$, in eV. For $I=12$ the target is $E=-12$, and $D=-12+10+4/4=-1$. The shifted matrix has diagonal $-11,-8$ and off-diagonal element $2$, so its eigenvalues are $-12$ and $-7$. The lower state is $(2,-1)/\sqrt5$, with weight $4/5$ on the shifted orbital.

For $I=7$ the target $-7$ lies above $b$, and no shift works. The formula for $D$, used without its condition $E<b$, returns $-7+10-4=-1$ again: it has found the upper level of the same matrix.

Q: So a fitting routine should check which level it has matched.

A: Yes. In this frozen model it should also compare the target with $H_{ii}$ for every function that the shift does not touch: a target above any of these cannot be fitted. Passing this test does not guarantee a fit: in the two-orbital example even the target $b$ itself is out of reach. With several untouched functions, trial states built from them alone give a bound at least as tight, the lowest eigenvalue of the block of $H$ on those functions.
